# Eigenvalues and eigenvector weights of a Jacobi matrix: discrete orthogonality of the recurrence polynomials

A single electron hops along an open chain of n sites, numbered 0, …, n−1, with real site energies a_k and a nonzero real coupling b_k between sites k and k+1. In the site basis its Hamiltonian is a real symmetric tridiagonal matrix J, the shape that n steps of the Lanczos recursion also produce. The questions are where the levels x_j lie, whether two can coincide, and how much of each eigenstate sits on each site. For this finite, non-interacting, nearest-neighbour model the answers come from one family of polynomials, and the levels with their weights on site 0 form a quadrature rule for the moments (J^m)_00 of the local density of states at the chain end.

## The claim

Let J have entries J_kk = a_k and J_(k,k+1) = J_(k+1,k) = b_k, with all others zero, and assume b_k ≠ 0 for k < n. The number b_(n−1) is not an entry of J and only scales the last polynomial. Define p_0 = 1 and

b_k p_(k+1)(x) = (x − a_k) p_k(x) − b_(k−1) p_(k−1)(x),

the last term being absent for k = 0. Put

S(x) = Σ_(k<n) p_k(x)²,  w(x) = 1/S(x).

Let x_j be the n eigenvalues of J, listed with multiplicity, and write w_j = w(x_j). The x_j are pairwise distinct, they are exactly the real roots of p_n, each w_j is positive, and for k, l < n

Σ_j w_j p_k(x_j) p_l(x_j) = δ_kl.

## Derivation

Step 1. Row i of J v is a_i v_i + b_i v_(i+1) + b_(i−1) v_(i−1), without the terms whose index leaves the range 0, …, n−1.

Step 2. Suppose J v = x v and set v_n = 0. Every row i < n, the last included, then reads

b_i v_(i+1) = (x − a_i) v_i − b_(i−1) v_(i−1).

Put c = v_0 = c p_0(x). If v_k = c p_k(x) for all k ≤ i, the right side equals c b_i p_(i+1)(x), and dividing by b_i gives v_(i+1) = c p_(i+1)(x). Hence v_k = c p_k(x) for k ≤ n, and k = n gives c p_n(x) = 0.

Step 3. If v ≠ 0 then c ≠ 0, so p_n(x) = 0. Conversely let p_n(x) = 0, which forces n ≥ 1 because p_0 = 1. The vector v_k = p_k(x) has v_0 = 1. The recurrence gives (J v)_i = x v_i in each row, and the term b_(n−1) p_n(x) missing from the last row is zero. So x is an eigenvalue exactly when p_n(x) = 0.

Step 4. Let U be a matrix whose columns are orthonormal eigenvectors, Uᵀ U = 1, column j belonging to x_j. By step 2, U_kj = c_j p_k(x_j) for some constant c_j. Normalisation gives c_j² S(x_j) = 1, so w_j = c_j² > 0 and

U_kj U_lj = w_j p_k(x_j) p_l(x_j).

For k = l = 0 this says that the squared first component of the unit eigenvector is w_j.

Step 5. For a square matrix Uᵀ U = 1 implies the completeness relation U Uᵀ = 1. For a natural number m, J^m multiplies column j by x_j^m, so

(J^m)_kl = (J^m U Uᵀ)_kl = Σ_j x_j^m U_kj U_lj = Σ_j w_j x_j^m p_k(x_j) p_l(x_j).

The case m = 0 is the discrete orthogonality.

Step 6. Suppose x_i = x_j = t with i ≠ j. The two columns are c p_k(t) and d p_k(t), and orthonormality gives c² S(t) = 1, d² S(t) = 1 and c d S(t) = 0. Then (c d S(t))² = c² S(t) · d² S(t) = 1 contradicts the third equation. Each x_j is a root because c_j ≠ 0. For the converse, let t be a root, with eigenvector v ≠ 0 from step 3, and let D = diag(x_j). From J U = U D follows

D Uᵀ = Uᵀ U D Uᵀ = Uᵀ J U Uᵀ = Uᵀ J,

so y = Uᵀ v obeys x_j y_j = t y_j for every j. If no x_j equalled t, then y = 0 and v = U y = 0, which is false.

Distinctness depends on the couplings. Take n = 2, a_0 = a_1 = 0, b_0 = 0: the chain falls into two isolated sites, J is the zero matrix and both levels are 0. Step 2 breaks, since (1, 0) and (0, 1) share an eigenvalue without being parallel.

## Formal development

The sequences `a` and `b` are functions on all of ℕ, of which only the values below `n` enter.

```lean
import Mathlib

open Polynomial Matrix

namespace JacobiQuadrature

noncomputable section

variable {a b : ℕ → ℝ} {n : ℕ}
```

The function `entry` describes the infinite tridiagonal array, and `jacobi` restricts it to `Fin n`, the site labels 0, …, n−1.

```lean
/-- Entries of the symmetric tridiagonal array with diagonal `a` and off-diagonal `b`. -/
def entry (a b : ℕ → ℝ) (i j : ℕ) : ℝ :=
  (if i = j then a i else 0) + (if i + 1 = j then b i else 0) + (if j + 1 = i then b j else 0)

/-- The `n × n` Jacobi matrix `J` with diagonal `a` and off-diagonal `b`. -/
def jacobi (a b : ℕ → ℝ) (n : ℕ) : Matrix (Fin n) (Fin n) ℝ :=
  Matrix.of fun i j => entry a b i j
```

`recPoly a b k` is p_k as a real polynomial, with the recurrence solved for its highest member. The case `k + 2` is the recurrence at index k+1. Lean sets 0⁻¹ = 0, so b_(n−1) = 0 would turn p_n into the zero polynomial with every real number as a root; the hypothesis therefore includes k = n−1.

```lean
/-- The polynomials `p_0 = 1`, `p_(k+1) = ((X - a_k) p_k - b_(k-1) p_(k-1)) / b_k`. -/
def recPoly (a b : ℕ → ℝ) : ℕ → ℝ[X]
  | 0 => 1
  | 1 => C (b 0)⁻¹ * (X - C (a 0))
  | k + 2 => C (b (k + 1))⁻¹ *
      ((X - C (a (k + 1))) * recPoly a b (k + 1) - C (b k) * recPoly a b k)
```

`lower b f k` is the term b_(k−1) f_(k−1), defined as zero at k = 0. `normSum` is S and `weight` is w.

```lean
/-- The coupling `b_(k-1) f_(k-1)` to the previous index, absent for `k = 0`. -/
def lower (b f : ℕ → ℝ) : ℕ → ℝ
  | 0 => 0
  | k + 1 => b k * f k

/-- The sum of `p_k(x)²` over `k < n`. -/
def normSum (a b : ℕ → ℝ) (n : ℕ) (x : ℝ) : ℝ := ∑ k : Fin n, (recPoly a b k).eval x ^ 2

/-- The quadrature weight `w(x) = 1 / ∑_{k<n} p_k(x)²`. -/
def weight (a b : ℕ → ℝ) (n : ℕ) (x : ℝ) : ℝ := 1 / normSum a b n x
```

`IsEigenbasis J U x` is the assumption of step 4: `orth` is Uᵀ U = 1 and `eig` says that column j is an eigenvector for `x j`.

```lean
/-- The columns of `U` are orthonormal eigenvectors of `J` with eigenvalues `x j`. -/
structure IsEigenbasis (J U : Matrix (Fin n) (Fin n) ℝ) (x : Fin n → ℝ) : Prop where
  orth : Uᵀ * U = 1
  eig : ∀ j, J *ᵥ (fun k => U k j) = x j • fun k => U k j
```

Over ℝ, `IsHermitian` means symmetric. The proof treats the diagonal case as trivial and otherwise exchanges the two off-diagonal terms. The nodes are then Mathlib's list of eigenvalues, for which the file asserts no ordering.

```lean
/-- The Jacobi matrix is symmetric. -/
theorem jacobi_isHermitian (a b : ℕ → ℝ) (n : ℕ) : (jacobi a b n).IsHermitian := by
  ext i j
  show entry a b j i = entry a b i j
  by_cases h : (i : ℕ) = j
  · rw [h]
  · unfold entry
    rw [if_neg h, if_neg (Ne.symm h)]
    ring

/-- The quadrature nodes: the eigenvalues of the Jacobi matrix, listed with multiplicity. -/
def node (a b : ℕ → ℝ) (n : ℕ) : Fin n → ℝ := (jacobi_isHermitian a b n).eigenvalues
```

Step 1 follows. The sum over `Fin n` becomes a sum over a range, and each of the three conditional terms collapses to one summand, `h3` handling the lower one.

```lean
/-- Row `i` of `J f` is `a_i f_i + b_i f_(i+1) + b_(i-1) f_(i-1)`, without the terms that
fall outside the matrix. -/
theorem jacobi_mulVec (a b f : ℕ → ℝ) (i : Fin n) :
    (jacobi a b n *ᵥ fun j : Fin n => f j) i =
      a i * f i + (if (i : ℕ) + 1 < n then b i * f (i + 1) else 0) + lower b f i := by
  have h3 : ∀ i < n,
      ∑ j ∈ Finset.range n, (if j + 1 = i then b j * f j else 0) = lower b f i := by
    intro i hi
    cases i with
    | zero => simp [lower]
    | succ k =>
      have hk : k < n := by omega
      simp [lower, hk]
  show ∑ j : Fin n, entry a b i j * f j = _
  rw [Fin.sum_univ_eq_sum_range (fun j => entry a b i j * f j) n]
  simp only [entry, add_mul, ite_mul, zero_mul, Finset.sum_add_distrib, Finset.sum_ite_eq,
    Finset.mem_range, h3 i i.2, if_pos i.2]
```

The recurrence is restored to the form with b_k on the left and evaluated at a point, uniformly for k = 0 and k ≥ 1.

```lean
/-- The three-term recurrence `b_k p_(k+1)(x) = (x - a_k) p_k(x) - b_(k-1) p_(k-1)(x)`. -/
theorem recPoly_eval {k : ℕ} (hb : b k ≠ 0) (x : ℝ) :
    b k * (recPoly a b (k + 1)).eval x =
      (x - a k) * (recPoly a b k).eval x - lower b (fun j => (recPoly a b j).eval x) k := by
  cases k with
  | zero => simp [recPoly, lower, mul_inv_cancel_left₀ hb]
  | succ k => simp [recPoly, lower, mul_inv_cancel_left₀ hb]
```

In step 2, `hrec` is the padded row equation, split into interior rows and the last row, where `hn` supplies the zero. `key` is the induction, in strong form because two earlier indices are needed, and `mul_left_cancel₀` is the division by b_i. The opening lines are worth reusing for recurrences on finite vectors. The padded function is introduced through an existential statement, so that only the properties `hf` and `hn` remain visible, and `obtain rfl` then replaces `v` by the restriction of `f`. All later index arithmetic takes place in ℕ, where `omega` settles it.

```lean
/-- A solution of `J v = x v` has components `c p_k(x)` for a constant `c` with
`c p_n(x) = 0`. -/
theorem eigenvector_eq (hb : ∀ k < n, b k ≠ 0) {x : ℝ} {v : Fin n → ℝ}
    (hv : jacobi a b n *ᵥ v = x • v) :
    ∃ c, (∀ k : Fin n, v k = c * (recPoly a b k).eval x) ∧ c * (recPoly a b n).eval x = 0 := by
  -- pad the vector with a zero at index `n`
  obtain ⟨f, hf, hn⟩ : ∃ f : ℕ → ℝ, (∀ k : Fin n, v k = f k) ∧ f n = 0 :=
    ⟨fun k => if h : k < n then v ⟨k, h⟩ else 0, fun k => by simp, by simp⟩
  obtain rfl : v = fun k : Fin n => f k := funext hf
  have hrec : ∀ i < n, b i * f (i + 1) = (x - a i) * f i - lower b f i := by
    intro i hi
    have h : a i * f i + (if i + 1 < n then b i * f (i + 1) else 0) + lower b f i = x * f i :=
      (jacobi_mulVec a b f ⟨i, hi⟩).symm.trans (congrFun hv ⟨i, hi⟩)
    split_ifs at h with h1
    · linear_combination h
    · have e : i + 1 = n := by omega
      rw [e, hn]
      linear_combination h
  -- the recurrence fixes everything from the first component
  have key : ∀ k, k ≤ n → f k = f 0 * (recPoly a b k).eval x := by
    intro k
    induction k using Nat.strong_induction_on with
    | _ k ih =>
      intro hk
      cases k with
      | zero => simp [recPoly]
      | succ i =>
        have hl : lower b f i = f 0 * lower b (fun j => (recPoly a b j).eval x) i := by
          cases i with
          | zero => simp [lower]
          | succ m =>
            simp only [lower]
            rw [ih m (by omega) (by omega)]
            ring
        have hi : i < n := by omega
        apply mul_left_cancel₀ (hb i hi)
        linear_combination hrec i hi - f 0 * recPoly_eval (a := a) (hb i hi) x
          + (x - a i) * ih i (by omega) (by omega) - hl
  exact ⟨f 0, fun k => key k k.2.le, by rw [← key n le_rfl, hn]⟩
```

Step 3 has one branch per direction. The second branch exhibits the unnormalised vector p_k(x), whose unit multiples have components √w(x) · p_k(x), up to a common sign.

```lean
/-- A real number is an eigenvalue of `J` exactly when it is a root of `p_n`. -/
theorem eigenvalue_iff_root (hb : ∀ k < n, b k ≠ 0) (x : ℝ) :
    (∃ v ≠ 0, jacobi a b n *ᵥ v = x • v) ↔ (recPoly a b n).IsRoot x := by
  constructor
  · rintro ⟨v, hv0, hv⟩
    obtain ⟨c, hc, hn⟩ := eigenvector_eq hb hv
    refine (mul_eq_zero.mp hn).resolve_left fun h => hv0 (funext fun k => ?_)
    simp [hc k, h]
  · intro hx
    have h0 : (recPoly a b n).eval x = 0 := hx
    have hn : 0 < n := Nat.pos_of_ne_zero (by rintro rfl; simp [recPoly] at h0)
    refine ⟨fun k : Fin n => (recPoly a b k).eval x, fun h => ?_, funext fun i => ?_⟩
    · simpa [recPoly] using congrFun h ⟨0, hn⟩
    · refine (jacobi_mulVec a b (fun k => (recPoly a b k).eval x) i).trans ?_
      have hr := recPoly_eval (a := a) (hb i i.2) x
      simp only [Pi.smul_apply, smul_eq_mul]
      split_ifs with h
      · linear_combination hr
      · have e : (i : ℕ) + 1 = n := by have := i.2; omega
        rw [e, h0] at hr
        linear_combination hr
```

In step 4, `h1` is c² S = 1 read off a diagonal entry of Uᵀ U, and `hw` identifies the weight with c². The first-component formula is the instance k = l = 0, available for n ≥ 1, and has no theorem of its own.

```lean
variable {U : Matrix (Fin n) (Fin n) ℝ} {x : Fin n → ℝ}

/-- The weight at an eigenvalue `x_j` is positive, and the projector on the `j`-th unit
eigenvector has entries `w(x_j) p_k(x_j) p_l(x_j)`. -/
theorem projector_entries (hb : ∀ k < n, b k ≠ 0) (h : IsEigenbasis (jacobi a b n) U x)
    (j : Fin n) : 0 < weight a b n (x j) ∧ ∀ k l : Fin n, U k j * U l j =
      weight a b n (x j) * ((recPoly a b k).eval (x j) * (recPoly a b l).eval (x j)) := by
  obtain ⟨c, hc, -⟩ := eigenvector_eq hb (h.eig j)
  have hc' : ∀ k : Fin n, U k j = c * (recPoly a b k).eval (x j) := hc
  -- normalisation of the column
  have h1 : c * c * normSum a b n (x j) = 1 := by
    rw [← Matrix.one_apply_eq (α := ℝ) j, ← h.orth, Matrix.mul_apply, normSum, Finset.mul_sum]
    refine Finset.sum_congr rfl fun k _ => ?_
    rw [transpose_apply, hc' k]
    ring
  have hw : weight a b n (x j) = c * c :=
    ((eq_div_iff (right_ne_zero_of_mul_eq_one h1)).mpr h1).symm
  have hc0 : c ≠ 0 := by rintro rfl; simp at h1
  refine ⟨by rw [hw]; exact mul_self_pos.mpr hc0, fun k l => ?_⟩
  rw [hw, hc' k, hc' l]
  ring
```

In step 5, `mul_eq_one_comm` gives completeness, `hm` is the induction on m, and `e` inserts U Uᵀ.

```lean
/-- Every matrix element of every power of `J` is a quadrature sum:
`(J^m)_kl = ∑_j w(x_j) x_j^m p_k(x_j) p_l(x_j)`. -/
theorem moments (hb : ∀ k < n, b k ≠ 0) (h : IsEigenbasis (jacobi a b n) U x)
    (m : ℕ) (k l : Fin n) : (jacobi a b n ^ m) k l = ∑ j, weight a b n (x j) * x j ^ m *
      ((recPoly a b k).eval (x j) * (recPoly a b l).eval (x j)) := by
  have hUU : U * Uᵀ = 1 := mul_eq_one_comm.mp h.orth
  have hm : ∀ j, jacobi a b n ^ m *ᵥ (fun k => U k j) = x j ^ m • fun k => U k j := by
    intro j
    induction m with
    | zero => simp
    | succ m ih =>
      rw [pow_succ, ← mulVec_mulVec, h.eig j, mulVec_smul, ih, smul_smul, pow_succ']
  -- insert the completeness relation
  have e : jacobi a b n ^ m = jacobi a b n ^ m * U * Uᵀ := by
    rw [Matrix.mul_assoc, hUU, Matrix.mul_one]
  rw [e, Matrix.mul_apply]
  refine Finset.sum_congr rfl fun j _ => ?_
  have h1 : (jacobi a b n ^ m * U) k j = x j ^ m * U k j := congrFun (hm j) k
  rw [h1, transpose_apply]
  linear_combination x j ^ m * (projector_entries hb h j).2 k l
```

For step 6, `aux` computes the overlap c d S(t) of two columns built on the same t. The facts `h1`, `h2`, `h3` are the three equations, and `h4` combines them into 1 = 0. In the second branch `hD` is D Uᵀ = Uᵀ J and `hw` is D y = t y.

```lean
/-- The `n` eigenvalues of an orthonormal eigenbasis of `J` are pairwise distinct and are
exactly the real roots of `p_n`. -/
theorem nodes_eq_roots (hb : ∀ k < n, b k ≠ 0) (h : IsEigenbasis (jacobi a b n) U x) :
    Function.Injective x ∧ ∀ t, (recPoly a b n).IsRoot t ↔ ∃ j, x j = t := by
  have hUU : U * Uᵀ = 1 := mul_eq_one_comm.mp h.orth
  have aux : ∀ (t c d : ℝ) (i j : Fin n), (∀ k : Fin n, U k i = c * (recPoly a b k).eval t) →
      (∀ k : Fin n, U k j = d * (recPoly a b k).eval t) →
      c * d * normSum a b n t = (1 : Matrix (Fin n) (Fin n) ℝ) i j := by
    intro t c d i j hi hj
    rw [← h.orth, Matrix.mul_apply, normSum, Finset.mul_sum]
    refine Finset.sum_congr rfl fun k _ => ?_
    rw [transpose_apply, hi k, hj k]
    ring
  refine ⟨fun i j hij => ?_, fun t => ⟨fun ht => ?_, ?_⟩⟩
  · -- two parallel unit vectors cannot be orthogonal
    by_contra hne
    have hi := h.eig i
    rw [hij] at hi
    obtain ⟨c, hc, -⟩ := eigenvector_eq hb hi
    obtain ⟨d, hd, -⟩ := eigenvector_eq hb (h.eig j)
    have h1 := (aux _ c c i i hc hc).trans (one_apply_eq i)
    have h2 := (aux _ d d j j hd hd).trans (one_apply_eq j)
    have h3 := (aux _ c d i j hc hd).trans (one_apply_ne hne)
    have h4 : (1 : ℝ) = 0 := by
      linear_combination -(d * d * normSum a b n (x j)) * h1 - h2
        + c * d * normSum a b n (x j) * h3
    exact one_ne_zero h4
  · -- pass an eigenvector for the root `t` to the eigenbasis
    obtain ⟨v, hv0, hv⟩ := (eigenvalue_iff_root hb t).mpr ht
    have hJU : jacobi a b n * U = U * diagonal x := by
      ext i j
      rw [Matrix.mul_diagonal]
      exact (congrFun (h.eig j) i).trans (mul_comm (x j) (U i j))
    have hD : diagonal x * Uᵀ = Uᵀ * jacobi a b n :=
      calc diagonal x * Uᵀ = Uᵀ * U * diagonal x * Uᵀ := by rw [h.orth, Matrix.one_mul]
        _ = Uᵀ * (jacobi a b n * U) * Uᵀ := by rw [hJU, Matrix.mul_assoc Uᵀ U]
        _ = Uᵀ * jacobi a b n * (U * Uᵀ) := by simp only [Matrix.mul_assoc]
        _ = Uᵀ * jacobi a b n := by rw [hUU, Matrix.mul_one]
    have hw : diagonal x *ᵥ (Uᵀ *ᵥ v) = t • (Uᵀ *ᵥ v) := by
      rw [mulVec_mulVec, hD, ← mulVec_mulVec, hv, mulVec_smul]
    by_contra hne
    have h0 : Uᵀ *ᵥ v = 0 := by
      funext j
      have hj := congrFun hw j
      rw [mulVec_diagonal, Pi.smul_apply, smul_eq_mul] at hj
      by_contra h0
      exact hne ⟨j, mul_right_cancel₀ h0 hj⟩
    exact hv0 (by rw [← one_mulVec v, ← hUU, ← mulVec_mulVec, h0, mulVec_zero])
  · rintro ⟨j, rfl⟩
    obtain ⟨c, hc, hn⟩ := eigenvector_eq hb (h.eig j)
    have h1 := (aux _ c c j j hc hc).trans (one_apply_eq j)
    exact (mul_eq_zero.mp hn).resolve_left (by rintro rfl; simp at h1)
```

The main theorem has the single hypothesis `hb`, that b_k ≠ 0 for k < n. This is weaker than positivity and admits negative hopping amplitudes. The four conclusions are those of the claim: `node a b n` is injective, a real t is a root of p_n exactly when it is a node, the weights are positive, and the weighted sum is δ_kl. For n = 0 there are no nodes and p_0 = 1 has no root; for n = 1 the node is a_0 with weight 1. The proof takes U from Mathlib's spectral theorem as `hJ.eigenvectorUnitary`, checks `IsEigenbasis` for it, and applies the earlier results, with `moments` at m = 0.

The statement concerns a finite real matrix in exact arithmetic, speaks of real roots only and leaves the degree of p_n unstated. No integral occurs in it. Gauss quadrature uses these nodes and weights when a_k and b_k are the recurrence coefficients of the orthonormal polynomials of a normalised measure, but its exactness for integrals against that measure is a separate matter that these theorems leave untouched: the moments reproduced here are those of J.

```lean
/-- The eigenvalues of `J` are the `n` distinct real roots of `p_n`, their weights are
positive, and `∑_j w(x_j) p_k(x_j) p_l(x_j) = δ_kl` for `k, l < n`. -/
theorem discrete_orthogonality (hb : ∀ k < n, b k ≠ 0) :
    Function.Injective (node a b n) ∧
    (∀ t, (recPoly a b n).IsRoot t ↔ ∃ j, node a b n j = t) ∧
    (∀ j, 0 < weight a b n (node a b n j)) ∧
    ∀ k l : Fin n, ∑ j, weight a b n (node a b n j) *
      ((recPoly a b k).eval (node a b n j) * (recPoly a b l).eval (node a b n j)) =
        if k = l then 1 else 0 := by
  have hJ := jacobi_isHermitian a b n
  have h : IsEigenbasis (jacobi a b n)
      (hJ.eigenvectorUnitary : Matrix (Fin n) (Fin n) ℝ) (node a b n) := by
    refine ⟨?_, fun j => ?_⟩
    · rw [← Matrix.conjTranspose_eq_transpose_of_trivial]
      exact Matrix.mem_unitaryGroup_iff'.mp hJ.eigenvectorUnitary.2
    · have e : (fun k => (hJ.eigenvectorUnitary : Matrix (Fin n) (Fin n) ℝ) k j) =
          (hJ.eigenvectorBasis j).ofLp := funext fun k => hJ.eigenvectorUnitary_apply k j
      rw [e]
      exact hJ.mulVec_eigenvectorBasis j
  refine ⟨(nodes_eq_roots hb h).1, (nodes_eq_roots hb h).2,
    fun j => (projector_entries hb h j).1, fun k l => ?_⟩
  have hm := moments hb h 0 k l
  simp only [pow_zero, mul_one, Matrix.one_apply] at hm
  exact hm.symm

end

end JacobiQuadrature
```

```lean
#print axioms JacobiQuadrature.discrete_orthogonality
```

```
'JacobiQuadrature.discrete_orthogonality' depends on axioms: [propext, Classical.choice, Quot.sound]
```
